# The repulsive Hubbard dimer has exactly one self-consistent population difference in spin-restricted mean field

Both spin channels are described here by one real number $n$, the population of site 0 minus that of site 1 in each channel. This is the spin-restricted mean-field model, with one electron per spin, each in the lowest orbital of the mean-field Hamiltonian. Self-consistency then becomes a fixed-point equation $F(n)=n$ in one variable. For hopping $t>0$, repulsion $U\ge 0$ and any real site bias $d$, it has exactly one real solution.

In Lean 4 with Mathlib:

```lean
import Mathlib

open Matrix Filter Topology

namespace MeanFieldHubbardDimer

noncomputable section
```

The file loads Mathlib and opens a namespace for its own names.

## From the Hamiltonian to the map

```lean
/-- Level splitting of a two-site orbital problem with bias `x` and hopping `t`. -/
def gap (t x : ℝ) : ℝ := √(x ^ 2 + 4 * t ^ 2)
```

Write $x$ for the effective bias. The level splitting is $R=\sqrt{x^2+4t^2}$.

```lean
/-- Polarization `x / gap` at bias `x`, for `t` and `x` not both zero. -/
def polarization (t x : ℝ) : ℝ := x / gap t x
```

The polarization is $p=x/R$.

```lean
/-- Bond order `2t / gap` at bias `x`, for `t` and `x` not both zero. -/
def bondOrder (t x : ℝ) : ℝ := 2 * t / gap t x
```

The bond order is $q=2t/R$.

```lean
/-- The self-consistency map `F(n) = (d - Un) / √((d - Un)² + 4t²)`, for `t ≠ 0`. -/
def scfMap (t U d n : ℝ) : ℝ := polarization t (d - U * n)
```

The bare site energies are $-d/2$ on site 0 and $d/2$ on site 1. Each spin has populations $(1\pm n)/2$ on the two sites, and the mean field adds $U$ times the other spin's population to each site energy. The energies become $-d/2+U(1+n)/2$ and $d/2+U(1-n)/2$. Their difference, site 1 minus site 0, is the effective bias $x=d-Un$, so $F(n)=p(d-Un)$.

```lean
/-- Mean-field Hamiltonian of one spin channel, at population difference `n`, without the constant
shift `U / 2`. -/
def hamiltonian (t U d n : ℝ) : Matrix (Fin 2) (Fin 2) ℝ :=
  !![-(d - U * n) / 2, -t; -t, (d - U * n) / 2]
```

`!![...]` lists the matrix rows: site energies $\mp(d-Un)/2$ and hopping $-t$. The term $U/2$ common to both site energies is left out; it shifts all energies equally and doesn't change the orbitals.

```lean
/-- Energy expectation value of a real orbital `v`. -/
def energy (t U d n : ℝ) (v : Fin 2 → ℝ) : ℝ := v ⬝ᵥ (hamiltonian t U d n *ᵥ v)
```

This is $v^{\mathsf T}Hv$. The type `Fin 2 → ℝ` means a real vector with components $v_0,v_1$.

```lean
/-- A normalised real orbital whose energy is least among all such orbitals. -/
def IsGroundOrbital (t U d n : ℝ) (v : Fin 2 → ℝ) : Prop :=
  v 0 ^ 2 + v 1 ^ 2 = 1 ∧
    ∀ w : Fin 2 → ℝ, w 0 ^ 2 + w 1 ^ 2 = 1 → energy t U d n v ≤ energy t U d n w
```

A ground orbital is normalised and has the least energy among all normalised real orbitals.

```lean
/-- The gap is positive, and the squares of polarization and bond order add up to one. -/
theorem polarization_sq_add_bondOrder_sq {t : ℝ} (ht : 0 < t) (x : ℝ) :
    0 < gap t x ∧ polarization t x ^ 2 + bondOrder t x ^ 2 = 1 := by
  have hR : 0 < gap t x := Real.sqrt_pos.mpr (by positivity)
  have hR2 : gap t x ^ 2 = x ^ 2 + 4 * t ^ 2 := Real.sq_sqrt (by positivity)
  refine ⟨hR, ?_⟩
  rw [polarization, bondOrder, div_pow, div_pow, ← add_div,
    div_eq_one_iff_eq (pow_ne_zero 2 hR.ne')]
  linear_combination -hR2
```

The hypothesis `ht` says $t>0$, which keeps $R$ positive. Then $p^2+q^2=(x^2+4t^2)/R^2=1$.

```lean
/-- The energy of a normalised orbital is minus half the gap plus a quarter of the gap times a sum
of squares, which measures how far its population difference and bond order are from `F(n)` and `2t
/ gap`. -/
theorem energy_eq {t : ℝ} (ht : 0 < t) (U d n : ℝ) (w : Fin 2 → ℝ)
    (hw : w 0 ^ 2 + w 1 ^ 2 = 1) :
    energy t U d n w = -gap t (d - U * n) / 2 + gap t (d - U * n) / 4 *
      ((w 0 ^ 2 - w 1 ^ 2 - scfMap t U d n) ^ 2 +
        (2 * w 0 * w 1 - bondOrder t (d - U * n)) ^ 2) := by
  obtain ⟨hR, hpq⟩ := polarization_sq_add_bondOrder_sq ht (d - U * n)
  have hp : gap t (d - U * n) * polarization t (d - U * n) = d - U * n :=
    mul_div_cancel₀ _ hR.ne'
  have hq : gap t (d - U * n) * bondOrder t (d - U * n) = 2 * t :=
    mul_div_cancel₀ _ hR.ne'
  have hab : (w 0 ^ 2 - w 1 ^ 2) ^ 2 + (2 * w 0 * w 1) ^ 2 = 1 := by
    linear_combination (w 0 ^ 2 + w 1 ^ 2 + 1) * hw
  have hE : energy t U d n w =
      -((d - U * n) * (w 0 ^ 2 - w 1 ^ 2) + 2 * t * (2 * w 0 * w 1)) / 2 := by
    simp only [energy, hamiltonian, Matrix.mulVec, dotProduct, Fin.sum_univ_two,
      Matrix.of_apply, Matrix.cons_val_zero, Matrix.cons_val_one, Matrix.cons_val_fin_one]
    ring
  rw [hE, scfMap]
  linear_combination (w 0 ^ 2 - w 1 ^ 2) / 2 * hp + (2 * w 0 * w 1) / 2 * hq
    - gap t (d - U * n) / 4 * hab - gap t (d - U * n) / 4 * hpq
```

Let $a=w_0^2-w_1^2$ and $b=2w_0w_1$. Normalisation gives $a^2+b^2=(w_0^2+w_1^2)^2=1$. Multiplying out, with $x=Rp$ and $2t=Rq$,
$$E=-\tfrac12(xa+2tb)=-\tfrac R2(pa+qb).$$
Since $(a-p)^2+(b-q)^2=2-2(pa+qb)$,
$$E=-\tfrac R2+\tfrac R4\left[(a-p)^2+(b-q)^2\right].$$
The final `linear_combination` checks this algebra from the named equations `hp`, `hq`, `hab` and `hpq`.

```lean
/-- The mean-field Hamiltonian has a ground orbital, and every ground orbital has
population difference `F(n)`. -/
theorem groundOrbital_population {t : ℝ} (ht : 0 < t) (U d n : ℝ) :
    (∃ v, IsGroundOrbital t U d n v) ∧
      ∀ v, IsGroundOrbital t U d n v → v 0 ^ 2 - v 1 ^ 2 = scfMap t U d n := by
  obtain ⟨hR, hpq⟩ := polarization_sq_add_bondOrder_sq ht (d - U * n)
  change 0 < gap t (d - U * n) at hR
  change scfMap t U d n ^ 2 + _ = 1 at hpq
  have hq : 0 < bondOrder t (d - U * n) := div_pos (by positivity) hR
  -- an orbital that makes both squares in the energy vanish
  obtain ⟨v, hv, hva, hvb⟩ : ∃ v : Fin 2 → ℝ, v 0 ^ 2 + v 1 ^ 2 = 1 ∧
      v 0 ^ 2 - v 1 ^ 2 = scfMap t U d n ∧
      2 * v 0 * v 1 = bondOrder t (d - U * n) := by
    have h0 : √((1 + scfMap t U d n) / 2) ^ 2 = (1 + scfMap t U d n) / 2 :=
      Real.sq_sqrt (by nlinarith)
    have h1 : √((1 - scfMap t U d n) / 2) ^ 2 = (1 - scfMap t U d n) / 2 :=
      Real.sq_sqrt (by nlinarith)
    refine ⟨![√((1 + scfMap t U d n) / 2), √((1 - scfMap t U d n) / 2)], ?_, ?_, ?_⟩
    · change √((1 + scfMap t U d n) / 2) ^ 2 + √((1 - scfMap t U d n) / 2) ^ 2 = 1
      linarith
    · change √((1 + scfMap t U d n) / 2) ^ 2 - √((1 - scfMap t U d n) / 2) ^ 2 = _
      linarith
    · change 2 * √((1 + scfMap t U d n) / 2) * √((1 - scfMap t U d n) / 2) = _
      refine (sq_eq_sq₀ (by positivity) hq.le).mp ?_
      rw [mul_pow, mul_pow, h0, h1]
      linear_combination -hpq
  have hEv : energy t U d n v = -gap t (d - U * n) / 2 := by
    rw [energy_eq ht U d n v hv, hva, hvb]
    ring
  refine ⟨⟨v, hv, fun w hw => ?_⟩, fun w hw => ?_⟩
  · rw [hEv, energy_eq ht U d n w hw]
    exact le_add_of_nonneg_right (by positivity)
  · have h := hw.2 v hv
    rw [hEv, energy_eq ht U d n w hw.1] at h
    have hs : (w 0 ^ 2 - w 1 ^ 2 - scfMap t U d n) ^ 2 +
        (2 * w 0 * w 1 - bondOrder t (d - U * n)) ^ 2 ≤ 0 := by
      by_contra hc
      have := mul_pos (div_pos hR (by norm_num : (0 : ℝ) < 4)) (not_le.mp hc)
      linarith
    have hz : (w 0 ^ 2 - w 1 ^ 2 - scfMap t U d n) ^ 2 = 0 :=
      le_antisymm (by linarith [sq_nonneg (2 * w 0 * w 1 - bondOrder t (d - U * n))])
        (sq_nonneg _)
    exact sub_eq_zero.mp (pow_eq_zero_iff (two_ne_zero)|>.mp hz)
```

Take $v_0=\sqrt{(1+p)/2}$ and $v_1=\sqrt{(1-p)/2}$. Then $v$ is normalised, $a=p$, and $b=\sqrt{1-p^2}=q$ because $q>0$. Both squares vanish, so $v$ reaches the lower bound $-R/2$. Any other ground orbital must reach it too, which forces $a=p=F(n)$. The map is thus derived from the Hamiltonian.

## Slope bounds and the fixed point

```lean
/-- The static response of the polarization to the bias is `4t² / gap³`. -/
theorem hasDerivAt_polarization {t : ℝ} (ht : 0 < t) (x : ℝ) :
    HasDerivAt (polarization t) (4 * t ^ 2 / gap t x ^ 3) x := by
  have key : ∀ R : ℝ, 0 < R → R ^ 2 = x ^ 2 + 4 * t ^ 2 →
      (1 * R - x * (2 * x / (2 * R))) / R ^ 2 = 4 * t ^ 2 / R ^ 3 := by
    intro R hR h
    have hR' := hR.ne'
    field_simp
    linear_combination h
  have hpos : 0 < x ^ 2 + 4 * t ^ 2 := by positivity
  have h1 : HasDerivAt (fun y : ℝ => y ^ 2 + 4 * t ^ 2) (2 * x) x := by
    simpa using (hasDerivAt_pow 2 x).add_const (4 * t ^ 2)
  have h2 := (hasDerivAt_id' x).fun_div (h1.sqrt hpos.ne') (Real.sqrt_pos.mpr hpos).ne'
  exact h2.congr_deriv (key _ (Real.sqrt_pos.mpr hpos) (Real.sq_sqrt hpos.le))
```

`HasDerivAt` states that the derivative exists and gives its value. By the quotient rule,
$$p'(x)=\frac{R-x^2/R}{R^2}=\frac{R^2-x^2}{R^3}=\frac{4t^2}{R^3}.$$

```lean
/-- Raising the population difference from `m` to `n` lowers `F` by an amount between
zero and `U / (2t)` times the change. -/
theorem scfMap_sub_bounds {t U : ℝ} (ht : 0 < t) (hU : 0 ≤ U) (d : ℝ) {m n : ℝ}
    (hmn : m ≤ n) :
    0 ≤ scfMap t U d m - scfMap t U d n ∧
      scfMap t U d m - scfMap t U d n ≤ U / (2 * t) * (n - m) := by
  have hD := hasDerivAt_polarization ht
  have hle : d - U * n ≤ d - U * m := by nlinarith
  -- the polarization is nondecreasing in the bias
  have hmono : Monotone (polarization t) := by
    refine monotone_of_deriv_nonneg (fun x => (hD x).differentiableAt) fun x => ?_
    rw [(hD x).deriv]
    have := (polarization_sq_add_bondOrder_sq ht x).1
    positivity
  -- its slope is at most 1 / (2t), because the gap is at least 2t
  have hmono' : Monotone (fun x => x / (2 * t) - polarization t x) := by
    have hD' := fun x : ℝ => ((hasDerivAt_id' x).div_const (2 * t)).fun_sub (hD x)
    refine monotone_of_deriv_nonneg (fun x => (hD' x).differentiableAt) fun x => ?_
    rw [(hD' x).deriv, sub_nonneg]
    have hR := (polarization_sq_add_bondOrder_sq ht x).1
    have hg : 2 * t ≤ gap t x :=
      (Real.le_sqrt' (by positivity)).mpr (by nlinarith [sq_nonneg x])
    have h3 := pow_le_pow_left₀ (by positivity : 0 ≤ 2 * t) hg 3
    rw [div_le_div_iff₀ (by positivity) (by positivity)]
    linarith
  have h1 := hmono hle
  have h2 : (d - U * n) / (2 * t) - polarization t (d - U * n) ≤
      (d - U * m) / (2 * t) - polarization t (d - U * m) := hmono' hle
  have h3 : (d - U * m) / (2 * t) - (d - U * n) / (2 * t) = U / (2 * t) * (n - m) := by
    ring
  unfold scfMap
  constructor <;> linarith
```

Since $R\ge 2t$, we have $0\le p'\le 4t^2/(2t)^3=1/(2t)$. Hence $p(x)$ and $x/(2t)-p(x)$ are both nondecreasing (`hmono`, `hmono'`). For $m\le n$, the bias at $m$ is larger by $U(n-m)$, so
$$0\le F(m)-F(n)\le \frac{U}{2t}(n-m).$$

```lean
/-- For `t > 0`, `U ≥ 0` and any `d`, the map `F` is nonincreasing and Lipschitz with
constant `U / (2t)`, and it has exactly one real fixed point, which lies in `(-1, 1)`. -/
theorem scfMap_unique_fixedPoint {t U : ℝ} (ht : 0 < t) (hU : 0 ≤ U) (d : ℝ) :
    Antitone (scfMap t U d) ∧
    (∀ m n, |scfMap t U d m - scfMap t U d n| ≤ U / (2 * t) * |m - n|) ∧
    ∃ n ∈ Set.Ioo (-1 : ℝ) 1, scfMap t U d n = n ∧ ∀ m, scfMap t U d m = m → m = n := by
  have hanti : Antitone (scfMap t U d) := fun m n h =>
    sub_nonneg.mp (scfMap_sub_bounds ht hU d h).1
  refine ⟨hanti, fun m n => ?_, ?_⟩
  · rcases le_total m n with h | h
    · obtain ⟨h1, h2⟩ := scfMap_sub_bounds ht hU d h
      rwa [abs_of_nonneg h1, abs_sub_comm, abs_of_nonneg (sub_nonneg.mpr h)]
    · obtain ⟨h1, h2⟩ := scfMap_sub_bounds ht hU d h
      rwa [abs_sub_comm, abs_of_nonneg h1, abs_of_nonneg (sub_nonneg.mpr h)]
  · have hb : ∀ n, -1 < scfMap t U d n ∧ scfMap t U d n < 1 := by
      intro n
      obtain ⟨hR, hpq⟩ := polarization_sq_add_bondOrder_sq ht (d - U * n)
      have hq : 0 < bondOrder t (d - U * n) := div_pos (by positivity) hR
      have hq2 := pow_pos hq 2
      unfold scfMap
      constructor <;> nlinarith
    have hc : Continuous (polarization t) :=
      continuous_iff_continuousAt.mpr fun x => (hasDerivAt_polarization ht x).continuousAt
    have hF : Continuous (scfMap t U d) :=
      hc.comp (by fun_prop : Continuous fun n : ℝ => d - U * n)
    -- n - F(n) changes sign between -1 and 1
    obtain ⟨n, -, hn⟩ := intermediate_value_Icc (by norm_num : (-1 : ℝ) ≤ 1)
      (continuous_id.sub hF).continuousOn
      (show (0 : ℝ) ∈ Set.Icc (-1 - scfMap t U d (-1)) (1 - scfMap t U d 1) from
        ⟨by linarith [(hb (-1)).1], by linarith [(hb 1).2]⟩)
    have hfix : scfMap t U d n = n := (sub_eq_zero.mp hn).symm
    have hbn := hb n
    rw [hfix] at hbn
    refine ⟨n, hbn, hfix, fun m hm => ?_⟩
    rcases le_total m n with h | h
    · have := hanti h
      linarith
    · have := hanti h
      linarith
```

`Antitone` means nonincreasing. That and the Lipschitz bound follow from the previous inequality, with one case for each order of $m$ and $n$.

For existence, $q>0$ gives $|F|<1$. The continuous function $n-F(n)$ is therefore negative at $-1$ and positive at $1$, and the intermediate value theorem supplies a zero. It lies in $(-1,1)$ because it is a value of $F$. For uniqueness, if $m\le n$ are both fixed, then $m=F(m)\ge F(n)=n$, so $m=n$.

```lean
/-- Where the interaction cancels the bias, `Un = d`, the slope of `F` is `-U / (2t)`. -/
theorem scfMap_slope_at_resonance {t U d n : ℝ} (ht : 0 < t) (h : U * n = d) :
    HasDerivAt (scfMap t U d) (-(U / (2 * t))) n := by
  have hin : HasDerivAt (fun m : ℝ => d - U * m) (-U) n := by
    simpa using ((hasDerivAt_id' n).const_mul U).const_sub d
  have hg : gap t (d - U * n) = 2 * t := by
    rw [gap, h, show (d - d) ^ 2 + 4 * t ^ 2 = (2 * t) ^ 2 by ring,
      Real.sqrt_sq (by positivity)]
  have hs : 4 * t ^ 2 / (2 * t) ^ 3 = 1 / (2 * t) := by
    rw [div_eq_div_iff (by positivity) (by positivity)]
    ring
  have hD := (hasDerivAt_polarization ht (d - U * n)).comp n hin
  rw [hg, hs] at hD
  exact hD.congr_deriv (by ring)
```

At $Un=d$ the splitting is $R=2t$, and the chain rule gives $F'(n)=-U/(2t)$. As a bound over all real $n$, the Lipschitz constant is therefore the best possible.

```lean
/-- Exactly one population difference is reproduced by a ground orbital of the mean-field
Hamiltonian that it generates. -/
theorem existsUnique_selfConsistent {t U : ℝ} (ht : 0 < t) (hU : 0 ≤ U) (d : ℝ) :
    ∃! n : ℝ, ∃ v, IsGroundOrbital t U d n v ∧ v 0 ^ 2 - v 1 ^ 2 = n := by
  obtain ⟨-, -, n, -, hn, huniq⟩ := scfMap_unique_fixedPoint ht hU d
  obtain ⟨⟨v, hv⟩, hpop⟩ := groundOrbital_population ht U d n
  refine ⟨n, ⟨v, hv, (hpop v hv).trans hn⟩, ?_⟩
  rintro m ⟨w, hw, hwm⟩
  exact huniq m (((groundOrbital_population ht U d m).2 w hw).symm.trans hwm)
```

`∃!` means "there is exactly one". Combining the two main results, exactly one $n$ is reproduced by a ground orbital of its own Hamiltonian. The uniqueness concerns $n$; the orbital's sign stays free.

## Damped iteration

```lean
/-- Linear mixing with weight `α > 0` and `α (1 + U / (2t)) ≤ 1` converges to the fixed
point from every start, with error at most `(1 - α)^k` times the initial error. -/
theorem linearMixing_converges {t U d α s : ℝ} (ht : 0 < t) (hU : 0 ≤ U) (hα : 0 < α)
    (hαU : α * (1 + U / (2 * t)) ≤ 1) (hs : scfMap t U d s = s) (n₀ : ℝ) :
    (∀ k : ℕ, |(fun n => (1 - α) * n + α * scfMap t U d n)^[k] n₀ - s| ≤
      (1 - α) ^ k * |n₀ - s|) ∧
    Tendsto (fun k : ℕ => (fun n => (1 - α) * n + α * scfMap t U d n)^[k] n₀)
      atTop (𝓝 s) := by
  have hL : 0 ≤ U / (2 * t) := by positivity
  have hα1 : 0 ≤ 1 - α := by nlinarith [mul_nonneg hα.le hL]
  -- one mixing step multiplies the distance to the fixed point by at most 1 - α
  have step : ∀ n, |(1 - α) * n + α * scfMap t U d n - s| ≤ (1 - α) * |n - s| := by
    intro n
    rcases le_total s n with h | h
    · obtain ⟨h1, h2⟩ := scfMap_sub_bounds ht hU d h
      rw [hs] at h1 h2
      have h3 := mul_nonneg hα.le h1
      have h4 := mul_le_mul_of_nonneg_left h2 hα.le
      have h5 := mul_nonneg (sub_nonneg.mpr hαU) (sub_nonneg.mpr h)
      have h6 := mul_nonneg hα1 (sub_nonneg.mpr h)
      rw [abs_of_nonneg (sub_nonneg.mpr h), abs_le]
      constructor <;> linarith
    · obtain ⟨h1, h2⟩ := scfMap_sub_bounds ht hU d h
      rw [hs] at h1 h2
      have h3 := mul_nonneg hα.le h1
      have h4 := mul_le_mul_of_nonneg_left h2 hα.le
      have h5 := mul_nonneg (sub_nonneg.mpr hαU) (sub_nonneg.mpr h)
      have h6 := mul_nonneg hα1 (sub_nonneg.mpr h)
      rw [abs_sub_comm n s, abs_of_nonneg (sub_nonneg.mpr h), abs_le]
      constructor <;> linarith
  have bound : ∀ k : ℕ, |(fun n => (1 - α) * n + α * scfMap t U d n)^[k] n₀ - s| ≤
      (1 - α) ^ k * |n₀ - s| := by
    intro k
    induction k with
    | zero => simp
    | succ k ih =>
      rw [Function.iterate_succ_apply']
      refine (step _).trans ((mul_le_mul_of_nonneg_left ih hα1).trans_eq ?_)
      ring
  refine ⟨bound, ?_⟩
  rw [tendsto_iff_norm_sub_tendsto_zero]
  refine squeeze_zero (fun k => norm_nonneg _) bound ?_
  simpa using (tendsto_pow_atTop_nhds_zero_of_lt_one hα1 (by linarith)).mul_const |n₀ - s|

end

end MeanFieldHubbardDimer
```

Here `^[k]` means $k$ repetitions of $n\mapsto(1-\alpha)n+\alpha F(n)$, and $s$ is the fixed point. For $n\ge s$, the slope bounds give
$$\left(1-\alpha-\tfrac{\alpha U}{2t}\right)(n-s)\le n_{\text{new}}-s\le(1-\alpha)(n-s).$$
The left side is nonnegative by `hαU`, so the step doesn't overshoot. The case $n\le s$ is the mirror image. Induction gives the factor $(1-\alpha)^k$, which tends to zero because $0\le 1-\alpha<1$. For SCF practice, this shows in a one-variable model how simple damping secures convergence at any $U\ge 0$: a weight $0<\alpha\le 1/(1+U/(2t))$ is always enough. The condition is sufficient, not necessary, and larger weights can converge too.

## Letting the two spins differ

A spin-unrestricted version would have two unknowns, with $n_\uparrow=F(n_\downarrow)$ and $n_\downarrow=F(n_\uparrow)$. The restricted solution would survive, but it need not be the only one: for $d=0$ and $U>2t$, the pairs $n_\uparrow=-n_\downarrow=\pm\sqrt{1-4t^2/U^2}$ also solve the equations.

```lean
#print axioms MeanFieldHubbardDimer.scfMap_slope_at_resonance
#print axioms MeanFieldHubbardDimer.existsUnique_selfConsistent
#print axioms MeanFieldHubbardDimer.linearMixing_converges
```

```
'MeanFieldHubbardDimer.scfMap_slope_at_resonance' depends on axioms: [propext, Classical.choice, Quot.sound]
'MeanFieldHubbardDimer.existsUnique_selfConsistent' depends on axioms: [propext, Classical.choice, Quot.sound]
'MeanFieldHubbardDimer.linearMixing_converges' depends on axioms: [propext, Classical.choice, Quot.sound]
```
